# Averaging at plus and minus one standard deviation underestimates the Gaussian mean of an exponentially varying tunnelling rate, by an amount of fourth order in a small width

Let a displacement $x$ be Gaussian with mean zero and standard deviation $s>0$, and replace the whole distribution by the two points $x=s$ and $x=-s$, each with weight one half. The average of $x^2$ is then $s^2$, which is correct. The average of $x^4$ is $s^4$, whereas the Gaussian value is $3s^4$. Odd powers average to zero in both cases. For a rate that contains all powers of $x$, the first error is therefore of fourth order. The two points give too little there if the coefficient of $x^4$ is positive, as it is for a non-constant exponential.

The problems below work this out for a tunnelling rate that is exponential in $x$. The result bears on electronic-structure calculations of transport that average over thermal geometries, in a model with one Gaussian coordinate and a purely exponential rate.

## One displacement, two averages

In Lean 4 with Mathlib:

```lean
import Mathlib

open ProbabilityTheory MeasureTheory Filter Topology
open scoped Nat

namespace ThermalGeometrySampling

noncomputable section
```

The rate relative to its value at the mean geometry $x=0$ is $e^{bx}$. The real number $b$ is an inverse length that measures the sensitivity of tunnelling to the displacement; it is negative if positive $x$ lengthens the barrier. The exponential form is postulated. It stands for tunnelling through a thick barrier whose length changes with $x$ while its height stays nearly the same. The rate goes as the square of the tunnelling amplitude, so if the barrier length changes by exactly $x$ or $-x$, then $|b|$ is twice the decay constant of the amplitude.

```lean
/-- Tunnelling rate at displacement `x`, relative to its value at `x = 0`,
with exponential sensitivity `b`. -/
def tunnelRate (b x : ℝ) : ℝ := Real.exp (b * x)
```

The thermal mean $M(s)$ is the integral of this rate against the Gaussian distribution. Mathlib's `gaussianReal` takes the mean and the variance, not the standard deviation, and the variance must be a nonnegative real; hence `(s ^ 2).toNNReal`. Temperature enters only through $s$. For a classical harmonic mode with force constant $k$ at temperature $T$, for example, $s^2=k_BT/k$, where $k_B$ is Boltzmann's constant.

```lean
/-- Exact thermal mean of the tunnelling rate over a Gaussian displacement of mean zero
and variance `s ^ 2`. -/
def thermalMean (b s : ℝ) : ℝ :=
  ∫ x, tunnelRate b x ∂(gaussianReal 0 (s ^ 2).toNNReal)
```

The two-geometry average $A(s)$ uses the rate at $x=s$ and $x=-s$ only.

```lean
/-- Average of the tunnelling rates at the two geometries `x = s` and `x = -s`. -/
def twoGeometryMean (b s : ℝ) : ℝ := (tunnelRate b s + tunnelRate b (-s)) / 2
```

From part (d) on, we also need the following sequence, defined for real $t$ and $n=0,1,2,\dots$:
$$d_n(t)=\frac{(t^2/2)^n}{n!}-\frac{t^{2n}}{(2n)!}.$$

```lean
/-- The term of order `2 * n` in the power series of `exp (t ^ 2 / 2) - cosh t`. -/
def deficitTerm (t : ℝ) (n : ℕ) : ℝ :=
  (t ^ 2 / 2) ^ n / (n ! : ℝ) - t ^ (2 * n) / ((2 * n)! : ℝ)
```

## (a) The thermal mean in closed form

**Task.** Show that
$$M(s)=e^{b^2s^2/2}.$$

**Solution.** For $s>0$, complete the square in the exponent:
$$bx-\frac{x^2}{2s^2}=-\frac{(x-bs^2)^2}{2s^2}+\frac{b^2s^2}{2}.$$
The first term on the right is a Gaussian shifted to $bs^2$, and with the prefactor $1/\sqrt{2\pi s^2}$ it integrates to one. The second term is constant and gives the result. For $s=0$ the distribution is a point mass at $x=0$, and both sides equal one.

```lean
/-- The exact thermal mean of the tunnelling rate is `exp (b ^ 2 * s ^ 2 / 2)`. -/
theorem thermalMean_eq (b s : ℝ) : thermalMean b s = Real.exp (b ^ 2 * s ^ 2 / 2) := by
  calc thermalMean b s = mgf id (gaussianReal 0 (s ^ 2).toNNReal) b := rfl
    _ = Real.exp (0 * b + ((s ^ 2).toNNReal : ℝ) * b ^ 2 / 2) :=
        mgf_gaussianReal Measure.map_id b
    _ = Real.exp (b ^ 2 * s ^ 2 / 2) := by
        rw [Real.coe_toNNReal _ (sq_nonneg s)]
        congr 1
        ring
```

The integral is by definition the moment generating function `mgf` of the Gaussian at $b$, and `mgf_gaussianReal` supplies its value. The theorem holds for every real `s`, since only $s^2$ enters.

## (b) The two-geometry average in closed form

**Task.** Show that
$$A(s)=\cosh(bs).$$

**Solution.** The two rates are $e^{bs}$ and $e^{-bs}$, and half their sum is the hyperbolic cosine.

```lean
/-- The two-geometry average is the hyperbolic cosine of `b * s`. -/
theorem twoGeometryMean_eq (b s : ℝ) : twoGeometryMean b s = Real.cosh (b * s) := by
  rw [Real.cosh_eq, twoGeometryMean, tunnelRate, tunnelRate, mul_neg]
```

## (c) An inequality between factorials

**Task.** Show that for every integer $n\ge 0$
$$2^n\,n!\le(2n)!.$$

**Solution.** For $n=0$ both sides are one. If the inequality holds for $n$, then
$$2^{n+1}(n+1)!=(2n+2)\,2^n n!\le(2n+2)(2n)!\le(2n+2)(2n+1)(2n)!=(2n+2)!.$$

```lean
/-- For every natural number `n`, `2 ^ n * n !` is at most `(2 * n)!`. -/
theorem two_pow_mul_factorial_le (n : ℕ) : 2 ^ n * n ! ≤ (2 * n)! := by
  induction n with
  | zero => simp
  | succ n ih =>
    calc 2 ^ (n + 1) * (n + 1)! = (2 * n + 1 + 1) * (2 ^ n * n !) := by
          rw [Nat.factorial_succ]
          ring
      _ ≤ (2 * n + 1 + 1) * ((2 * n + 1) * (2 * n)!) :=
          Nat.mul_le_mul_left _ (ih.trans (Nat.le_mul_of_pos_left _ (by omega)))
      _ = (2 * (n + 1))! := by
          rw [show 2 * (n + 1) = 2 * n + 1 + 1 by ring, Nat.factorial_succ,
            Nat.factorial_succ]
```

The `calc` block is this chain, with the two inequalities merged into one step.

## (d) The sign of each term

**Task.** Show that for all real $t$ and all $n\ge0$
$$d_n(t)\ge 0.$$

**Solution.** Write the first fraction as $t^{2n}/(2^n n!)$. Both fractions now have the same nonnegative numerator $t^{2n}$, and by (c) the denominator of the first is no larger than that of the second. The first fraction is therefore at least as large as the second.

In terms of moments, the Gaussian average of $x^{2n}$ is $s^{2n}(2n)!/(2^n n!)$ and the two-point average is $s^{2n}$. With $t=bs$, the number $d_n(t)$ is their difference multiplied by $b^{2n}/(2n)!$.

```lean
/-- Every term in the power series of the deficit is nonnegative. -/
theorem deficitTerm_nonneg (t : ℝ) (n : ℕ) : 0 ≤ deficitTerm t n := by
  have h : (2 : ℝ) ^ n * (n ! : ℝ) ≤ ((2 * n)! : ℝ) := by
    exact_mod_cast two_pow_mul_factorial_le n
  have ht : 0 ≤ t ^ (2 * n) := by
    rw [pow_mul]
    positivity
  rw [deficitTerm, div_pow, ← pow_mul, div_div, sub_nonneg]
  exact div_le_div_of_nonneg_left ht (by positivity) h
```

The rewriting brings the two fractions to the common numerator, and `div_le_div_of_nonneg_left` compares the denominators.

## (e) A ceiling for the terms from quartic order on

**Task.** Show that for all real $t$ and all $m\ge0$
$$d_{m+2}(t)\le\frac{t^4}{12}\,\frac{(t^2/2)^m}{m!}.$$

**Solution.** For $m=0$ the two sides are equal:
$$d_2(t)=\frac{t^4}{8}-\frac{t^4}{24}=\frac{t^4}{12}.$$
For $m\ge1$, drop the subtracted fraction, which is nonnegative:
$$d_{m+2}(t)\le\frac{(t^2/2)^{m+2}}{(m+2)!}=\frac{t^4}{4}\,\frac{1}{(m+2)(m+1)}\,\frac{(t^2/2)^m}{m!}.$$
Since $(m+2)(m+1)\ge 6\ge 3$, the prefactor is at most $t^4/12$. For $m=0$ the product is only $2$, so the subtracted fraction has to be kept there.

```lean
/-- From quartic order on, the deficit series is bounded term by term by `t ^ 4 / 12`
times the exponential series of `t ^ 2 / 2`. -/
theorem deficitTerm_le (t : ℝ) (m : ℕ) :
    deficitTerm t (m + 2) ≤ t ^ 4 / 12 * ((t ^ 2 / 2) ^ m / (m ! : ℝ)) := by
  rcases Nat.eq_zero_or_pos m with rfl | hm
  · -- the quartic term is an equality
    apply le_of_eq
    norm_num [deficitTerm, Nat.factorial]
    ring
  · have hm' : (1 : ℝ) ≤ m := by exact_mod_cast hm
    have hf : ((m + 2)! : ℝ) = ((m : ℝ) + 2) * (m + 1) * (m ! : ℝ) := by
      rw [Nat.factorial_succ, Nat.factorial_succ]
      push_cast
      ring
    have hc : (t ^ 2 / 2) ^ m / (m ! : ℝ) * (m ! : ℝ) = (t ^ 2 / 2) ^ m :=
      div_mul_cancel₀ _ (by positivity)
    have hcosh : 0 ≤ t ^ (2 * (m + 2)) / ((2 * (m + 2))! : ℝ) := by
      rw [pow_mul]
      positivity
    -- drop the cosh term and compare factorials
    refine (sub_le_self _ hcosh).trans ?_
    rw [div_le_iff₀ (by positivity), hf]
    calc (t ^ 2 / 2) ^ (m + 2) = t ^ 4 / 12 * (t ^ 2 / 2) ^ m * 3 := by ring
      _ ≤ t ^ 4 / 12 * (t ^ 2 / 2) ^ m * (((m : ℝ) + 2) * (m + 1)) :=
          mul_le_mul_of_nonneg_left (by nlinarith) (by positivity)
      _ = t ^ 4 / 12 * ((t ^ 2 / 2) ^ m / (m ! : ℝ)) *
            (((m : ℝ) + 2) * (m + 1) * (m ! : ℝ)) := by
          linear_combination (-(t ^ 4 / 12 * (((m : ℝ) + 2) * (m + 1)))) * hc
```

The proof makes the same case split. In the second case, `sub_le_self` drops the subtracted fraction, and `nlinarith` proves that $3\le(m+2)(m+1)$.

## (f) Two-sided bounds at any width

**Task.** Show that for all real $b$ and $s$
$$\frac{(bs)^4}{12}\le M(s)-A(s)\le\frac{(bs)^4}{12}\,M(s).$$

**Solution.** Put $t=bs$. By (a) and (b) the deficit is $e^{t^2/2}-\cosh t$. Both power series converge for every $t$, and subtracting them term by term gives
$$M(s)-A(s)=\sum_{n=0}^{\infty}d_n(t).$$
No term is negative, by (d), so the sum is at least its single term $d_2(t)=t^4/12$. This is the lower bound.

For the upper bound, note that $d_0(t)=1-1=0$ and $d_1(t)=t^2/2-t^2/2=0$. The sum therefore starts at $n=2$, and (e) gives
$$\sum_{m=0}^{\infty}d_{m+2}(t)\le\frac{t^4}{12}\sum_{m=0}^{\infty}\frac{(t^2/2)^m}{m!}=\frac{t^4}{12}\,e^{t^2/2}=\frac{t^4}{12}\,M(s).$$

```lean
/-- The deficit of the two-geometry average lies between `(b * s) ^ 4 / 12` and
`(b * s) ^ 4 / 12` times the exact thermal mean. -/
theorem deficit_bounds (b s : ℝ) :
    (b * s) ^ 4 / 12 ≤ thermalMean b s - twoGeometryMean b s ∧
      thermalMean b s - twoGeometryMean b s ≤ (b * s) ^ 4 / 12 * thermalMean b s := by
  rw [thermalMean_eq, twoGeometryMean_eq, ← mul_pow]
  generalize b * s = t
  have hexp : HasSum (fun n : ℕ => (t ^ 2 / 2) ^ n / (n ! : ℝ)) (Real.exp (t ^ 2 / 2)) := by
    rw [Real.exp_eq_exp_ℝ]
    exact NormedSpace.expSeries_div_hasSum_exp (t ^ 2 / 2)
  have hdef : HasSum (deficitTerm t) (Real.exp (t ^ 2 / 2) - Real.cosh t) :=
    hexp.sub (Real.hasSum_cosh t)
  constructor
  · -- keep only the quartic term
    have h2 : deficitTerm t 2 = t ^ 4 / 12 := by
      norm_num [deficitTerm, Nat.factorial]
      ring
    rw [← h2]
    exact le_hasSum hdef 2 (fun j _ => deficitTerm_nonneg t j)
  · -- the first two terms vanish; compare the remaining series
    have h0 : ∑ i ∈ Finset.range 2, deficitTerm t i = 0 := by
      norm_num [Finset.sum_range_succ, deficitTerm, Nat.factorial]
    have htail := (hasSum_nat_add_iff' 2).mpr hdef
    rw [h0, sub_zero] at htail
    exact hasSum_le (deficitTerm_le t) htail (hexp.mul_left (t ^ 4 / 12))
```

`HasSum` states that a series converges to a given value. `le_hasSum` keeps the quartic term alone, `hasSum_nat_add_iff'` shifts the series by two places, and `hasSum_le` compares the shifted series term by term.

## (g) Strict underestimate and leading coefficient

**Task.** Let $b\ne0$. Show that for every $s>0$
$$A(s)<M(s)=e^{b^2s^2/2},$$
and that
$$\lim_{s\to0^+}\frac{M(s)-A(s)}{(bs)^4}=\frac1{12}.$$

**Solution.** For $b\neq0$ and $s>0$ the number $(bs)^4$ is positive, so the lower bound in (f) makes the deficit positive. The value of $M(s)$ is that of (a). Dividing both bounds by $(bs)^4$ gives
$$\frac1{12}\le\frac{M(s)-A(s)}{(bs)^4}\le\frac{e^{b^2s^2/2}}{12}.$$
The right-hand side is continuous in $s$ and tends to $1/12$ as $s\to0$, so the quotient is squeezed to the same limit.

If $b=0$, the rate is constant, both averages equal one, and the strict inequality fails.

```lean
/-- For nonzero sensitivity `b`, the two-geometry average is strictly below the exact mean
`exp (b ^ 2 * s ^ 2 / 2)` at every width `s > 0`, and the deficit divided by `(b * s) ^ 4`
tends to `1 / 12` as `s` tends to zero from above. -/
theorem two_geometry_deficit {b : ℝ} (hb : b ≠ 0) :
    (∀ s : ℝ, 0 < s → twoGeometryMean b s < thermalMean b s ∧
      thermalMean b s = Real.exp (b ^ 2 * s ^ 2 / 2)) ∧
    Tendsto (fun s : ℝ => (thermalMean b s - twoGeometryMean b s) / (b * s) ^ 4)
      (𝓝[>] 0) (𝓝 (1 / 12)) := by
  have hpos : ∀ s : ℝ, 0 < s → 0 < (b * s) ^ 4 := fun s hs => by
    have : b * s ≠ 0 := mul_ne_zero hb hs.ne'
    positivity
  refine ⟨fun s hs => ⟨?_, thermalMean_eq b s⟩, ?_⟩
  · linarith [(deficit_bounds b s).1, hpos s hs]
  · have hup : Tendsto (fun s : ℝ => Real.exp (b ^ 2 * s ^ 2 / 2) / 12)
        (𝓝[>] 0) (𝓝 (1 / 12)) := by
      have hcont : Continuous (fun s : ℝ => Real.exp (b ^ 2 * s ^ 2 / 2) / 12) := by
        fun_prop
      have e : Real.exp (b ^ 2 * (0 : ℝ) ^ 2 / 2) / 12 = 1 / 12 := by norm_num
      rw [← e]
      exact (hcont.tendsto 0).mono_left nhdsWithin_le_nhds
    -- squeeze the scaled deficit between its two bounds
    refine tendsto_of_tendsto_of_tendsto_of_le_of_le' tendsto_const_nhds hup ?_ ?_
    · filter_upwards [self_mem_nhdsWithin] with s hs
      rw [le_div_iff₀ (hpos s hs)]
      linarith [(deficit_bounds b s).1]
    · filter_upwards [self_mem_nhdsWithin] with s hs
      rw [div_le_iff₀ (hpos s hs), ← thermalMean_eq]
      linarith [(deficit_bounds b s).2]
```

The hypothesis `hb` is $b\neq0$. The first half of the statement concerns every positive width, however large. In the second half, `𝓝[>] 0` means that $s$ approaches zero through positive values, with $b$ held fixed. The squeeze is `tendsto_of_tendsto_of_tendsto_of_le_of_le'`, and its two inequalities come from the two halves of `deficit_bounds`.

The Gaussian distribution is part of the definition of the mean and is not derived from a vibrational Hamiltonian. The results do not cover an anharmonic mode with a non-Gaussian distribution, or a rate with a resonance in the sampled range.

## (h) The relative error

**Task.** Show that for all real $b$ and $s$
$$\frac{M(s)-A(s)}{M(s)}\le\frac{(bs)^4}{12}.$$

**Solution.** By (a), $M(s)$ is an exponential and hence positive. Divide the upper bound in (f) by it.

```lean
/-- The deficit relative to the exact thermal mean is at most `(b * s) ^ 4 / 12`. -/
theorem relative_deficit_le (b s : ℝ) :
    (thermalMean b s - twoGeometryMean b s) / thermalMean b s ≤ (b * s) ^ 4 / 12 := by
  have hpos : 0 < thermalMean b s := by
    rw [thermalMean_eq]
    exact Real.exp_pos _
  rw [div_le_iff₀ hpos]
  exact (deficit_bounds b s).2

end

end ThermalGeometrySampling
```

By the lower bound in (f) the quotient is also nonnegative, so it is the size of the relative error. The bound is informative for small and moderate $|bs|$. Once $(bs)^4$ reaches $12$, it says less than the plain fact that $A(s)$ is positive.

To use the two-geometry average in a calculation, one displaces the relaxed structure along the chosen mode by $+s$ and by $-s$, computes the tunnelling rate at each of the two geometries, and averages the results. Dividing by the rate at the relaxed structure gives $A(s)$ if the rate is exponential along the mode. The table shows what this yields for two widths, with rounded values.

| $\lvert bs\rvert$ | $A(s)$ | $M(s)$ | relative deficit | bound $(bs)^4/12$ |
|---|---|---|---|---|
| $0.5$ | $1.1276$ | $1.1331$ | $0.49\,\%$ | $0.52\,\%$ |
| $1$ | $1.5431$ | $1.6487$ | $6.4\,\%$ | $8.3\,\%$ |

For a classical harmonic mode $s^2$ is proportional to temperature, so at small widths doubling the temperature makes the deficit about four times as large.

```lean
#print axioms ThermalGeometrySampling.thermalMean_eq
-- 'ThermalGeometrySampling.thermalMean_eq' depends on axioms: [propext, Classical.choice, Quot.sound]
#print axioms ThermalGeometrySampling.two_geometry_deficit
-- 'ThermalGeometrySampling.two_geometry_deficit' depends on axioms: [propext, Classical.choice, Quot.sound]
#print axioms ThermalGeometrySampling.relative_deficit_le
-- 'ThermalGeometrySampling.relative_deficit_le' depends on axioms: [propext, Classical.choice, Quot.sound]
```
